# For a quotient of finite Boltzmann sums with constant weights, −d ln k/dβ is a difference of mean energies

## Is the activation energy a difference of two averages?

Let \(\beta = 1/(k_B T)\), and let a rate constant have the form

\[
k(\beta) = \frac{\sum_i a_i e^{-\beta E_i}}{\sum_j b_j e^{-\beta F_j}},
\]

with finitely many energies \(E_i\) and \(F_j\), measured from a common zero, and positive weights \(a_i\), \(b_j\) that do not depend on temperature. I define the activation energy as \(E_a = -\,d\ln k/d\beta\).

Tolman's interpretation says that \(E_a\) is the mean energy of the molecules that react minus the mean energy of all reactant molecules. I can see roughly why differentiating a logarithm produces averages, but I would like every step written out and the result checked by a proof assistant. I would also like to know when "reacting molecules" is the right name for the first average, and whether the difference can be negative.

## Yes, and the sign follows if the rate never falls with energy

Write \(Z_a(\beta) = \sum_i a_i e^{-\beta E_i}\) and \(Z_b(\beta) = \sum_j b_j e^{-\beta F_j}\), so that \(k = Z_a/Z_b\). The Boltzmann means are

\[
\langle X\rangle_a = \frac{1}{Z_a}\sum_i a_i e^{-\beta E_i} X_i,
\qquad
\langle Y\rangle_b = \frac{1}{Z_b}\sum_j b_j e^{-\beta F_j} Y_j .
\]

Both sums are positive, so their logarithms can be differentiated. Term by term,

\[
\frac{dZ_a}{d\beta} = -\sum_i a_i E_i e^{-\beta E_i},
\qquad\text{hence}\qquad
\frac{d\ln Z_a}{d\beta} = -\langle E\rangle_a ,
\]

and likewise \(d\ln Z_b/d\beta = -\langle F\rangle_b\). Since \(-\ln k = \ln Z_b - \ln Z_a\),

\[
-\frac{d\ln k}{d\beta} = \langle E\rangle_a - \langle F\rangle_b .
\]

For the temperature form, \(d\beta/dT = -1/(k_B T^2)\), and the chain rule gives

\[
k_B T^2\,\frac{d\ln k}{dT} = \langle E\rangle_a - \langle F\rangle_b .
\]

In the smallest case each sum has one term. Then \(k = (a/b)\,e^{-\beta(E-F)}\), which is the Arrhenius law with the constant activation energy \(E-F\).

### Which molecules are the reacting ones

Let reactant state \(j\) have degeneracy \(b_j > 0\), energy \(F_j\) and its own rate \(r_j \ge 0\), with at least one \(r_j\) positive. If the states keep their Boltzmann populations, the thermal rate constant is the mean

\[
k = \langle r\rangle_b = \frac{\sum_j b_j r_j e^{-\beta F_j}}{\sum_j b_j e^{-\beta F_j}} .
\]

The assumption about populations is a good approximation when collisions restore the thermal distribution much faster than reaction depletes it.

This \(k\) is again a quotient of two Boltzmann sums, now with numerator weights \(b_j r_j\) and the same energies \(F_j\). Multiplied by the Boltzmann factors, those weights count each state in proportion to how often it reacts, so the first average is the mean energy of reacting molecules:

\[
\langle F\rangle_{br} = \frac{\sum_j b_j r_j e^{-\beta F_j} F_j}{\sum_j b_j r_j e^{-\beta F_j}}
= \frac{\langle rF\rangle_b}{\langle r\rangle_b} .
\]

Subtracting the mean over all molecules gives a covariance:

\[
E_a = \langle F\rangle_{br} - \langle F\rangle_b
= \frac{\langle rF\rangle_b - \langle r\rangle_b\langle F\rangle_b}{\langle r\rangle_b} .
\]

For the sign, put \(p_j = b_j e^{-\beta F_j}/Z_b\). Expanding the product and using \(\sum_j p_j = 1\),

\[
\sum_{i,j} p_i p_j (r_i - r_j)(F_i - F_j)
= 2\left(\langle rF\rangle_b - \langle r\rangle_b\langle F\rangle_b\right).
\]

If the rate never decreases with energy, the two brackets on the left never have opposite signs. Every term is then non-negative, and so is \(E_a\). Without that condition the covariance, and with it \(E_a\), can be negative.

### The Lean file

```lean
import Mathlib

namespace TolmanActivation

noncomputable section

variable {I J : Type*} [Fintype I] [Fintype J]

/-- The sum of Boltzmann factors `exp (-β E i)` with weights `w i`. -/
def boltzmannSum (w E : I → ℝ) (β : ℝ) : ℝ :=
  ∑ i, w i * Real.exp (-β * E i)

/-- The Boltzmann mean of an observable `X` over levels `E` with weights `w`,
defined where the sum of the weighted Boltzmann factors is nonzero. -/
def boltzmannMean (w E : I → ℝ) (β : ℝ) (X : I → ℝ) : ℝ :=
  (∑ i, w i * Real.exp (-β * E i) * X i) / boltzmannSum w E β

/-- The rate constant as a quotient of two weighted Boltzmann sums,
defined where the denominator sum is nonzero. -/
def rateConstant (a E : I → ℝ) (b F : J → ℝ) (β : ℝ) : ℝ :=
  boltzmannSum a E β / boltzmannSum b F β

/-- A Boltzmann sum with non-negative weights, at least one of them positive, is positive. -/
theorem boltzmannSum_pos (w E : I → ℝ) (hw : ∀ i, 0 ≤ w i) (hw' : ∃ i, 0 < w i) (β : ℝ) :
    0 < boltzmannSum w E β := by
  obtain ⟨i, hi⟩ := hw'
  exact Finset.sum_pos' (fun j _ => mul_nonneg (hw j) (Real.exp_pos _).le)
    ⟨i, Finset.mem_univ i, mul_pos hi (Real.exp_pos _)⟩

/-- For non-negative weights, at least one of them positive, the derivative in `β` of the
logarithm of a Boltzmann sum is minus the mean energy. -/
theorem hasDerivAt_log_boltzmannSum (w E : I → ℝ) (hw : ∀ i, 0 ≤ w i)
    (hw' : ∃ i, 0 < w i) (β : ℝ) :
    HasDerivAt (fun x => Real.log (boltzmannSum w E x)) (-boltzmannMean w E β E) β := by
  -- differentiate the sum term by term
  have h : HasDerivAt (fun x => ∑ i, w i * Real.exp (-x * E i))
      (∑ i, w i * (Real.exp (-β * E i) * (-1 * E i))) β :=
    HasDerivAt.fun_sum fun i _ =>
      (((hasDerivAt_id' β).fun_neg.mul_const (E i)).exp).const_mul (w i)
  have h' : HasDerivAt (boltzmannSum w E)
      (-∑ i, w i * Real.exp (-β * E i) * E i) β := by
    refine h.congr_deriv ?_
    rw [← Finset.sum_neg_distrib]
    exact Finset.sum_congr rfl fun i _ => by ring
  refine (h'.log (boltzmannSum_pos w E hw hw' β).ne').congr_deriv ?_
  rw [boltzmannMean, neg_div]

/-- Minus the derivative in `β` of the logarithm of the rate constant is the mean energy over the
numerator minus the mean energy over the denominator. In each sum the weights are non-negative and
at least one is positive. -/
theorem tolman (a E : I → ℝ) (b F : J → ℝ) (ha : ∀ i, 0 ≤ a i) (ha' : ∃ i, 0 < a i)
    (hb : ∀ j, 0 ≤ b j) (hb' : ∃ j, 0 < b j) (β : ℝ) :
    HasDerivAt (fun x => -Real.log (rateConstant a E b F x))
      (boltzmannMean a E β E - boltzmannMean b F β F) β := by
  -- the logarithm of the quotient splits into two logarithms
  have e : (fun x => -Real.log (rateConstant a E b F x)) =
      fun x => Real.log (boltzmannSum b F x) - Real.log (boltzmannSum a E x) := by
    funext x
    rw [rateConstant, Real.log_div (boltzmannSum_pos a E ha ha' x).ne'
      (boltzmannSum_pos b F hb hb' x).ne']
    ring
  rw [e]
  exact ((hasDerivAt_log_boltzmannSum b F hb hb' β).fun_sub
    (hasDerivAt_log_boltzmannSum a E ha ha' β)).congr_deriv (by ring)

/-- The same law in terms of temperature: for positive `kB` and `T`, and weights as in `tolman`,
`kB T² d(ln k)/dT` is the difference of the two mean energies at `β = 1/(kB T)`. -/
theorem tolman_temperature (a E : I → ℝ) (b F : J → ℝ) (ha : ∀ i, 0 ≤ a i)
    (ha' : ∃ i, 0 < a i) (hb : ∀ j, 0 ≤ b j) (hb' : ∃ j, 0 < b j)
    (kB T : ℝ) (hk : 0 < kB) (hT : 0 < T) :
    kB * T ^ 2 * deriv (fun t => Real.log (rateConstant a E b F (1 / (kB * t)))) T =
      boltzmannMean a E (1 / (kB * T)) E - boltzmannMean b F (1 / (kB * T)) F := by
  have h1 : HasDerivAt (fun t : ℝ => 1 / (kB * t)) (-(1 / (kB * T ^ 2))) T := by
    have e : (fun t : ℝ => 1 / (kB * t)) = fun t => kB⁻¹ * t⁻¹ := by
      funext t
      rw [one_div, mul_inv]
    rw [e]
    exact ((hasDerivAt_inv hT.ne').const_mul kB⁻¹).congr_deriv (by ring)
  -- chain rule
  have h2 := (tolman a E b F ha ha' hb hb' (1 / (kB * T))).comp T h1
  have h3 : HasDerivAt (fun t => Real.log (rateConstant a E b F (1 / (kB * t))))
      ((boltzmannMean a E (1 / (kB * T)) E - boltzmannMean b F (1 / (kB * T)) F)
        / (kB * T ^ 2)) T := by
    refine (h2.fun_neg.congr_deriv (by ring)).congr_of_eventuallyEq
      (Filter.Eventually.of_forall fun t => ?_)
    simp
  rw [h3.deriv]
  exact mul_div_cancel₀ _ (mul_pos hk (pow_pos hT 2)).ne'

/-- The Boltzmann mean of state-specific rates `r` is a rate constant whose numerator
has the weights `b j * r j`. -/
theorem rateConstant_eq_mean (b F r : J → ℝ) (β : ℝ) :
    rateConstant (fun j => b j * r j) F b F β = boltzmannMean b F β r := by
  simp only [rateConstant, boltzmannMean, boltzmannSum]
  congr 1
  exact Finset.sum_congr rfl fun j _ => by ring

/-- For positive degeneracies `b` and non-negative state-specific rates `r`, not all zero, minus
the derivative of the logarithm of the thermal rate is the mean energy of the reacting molecules
minus the mean energy of all molecules. -/
theorem tolman_state_resolved (b F r : J → ℝ) (hb : ∀ j, 0 < b j) (hr : ∀ j, 0 ≤ r j)
    (hr' : ∃ j, 0 < r j) (β : ℝ) :
    HasDerivAt (fun x => -Real.log (boltzmannMean b F x r))
      (boltzmannMean (fun j => b j * r j) F β F - boltzmannMean b F β F) β := by
  obtain ⟨j, hj⟩ := hr'
  have h := tolman (fun j => b j * r j) F b F (fun i => mul_nonneg (hb i).le (hr i))
    ⟨j, mul_pos (hb j) hj⟩ (fun i => (hb i).le) ⟨j, hb j⟩ β
  simpa only [rateConstant_eq_mean] using h

/-- For positive degeneracies and non-negative rates, not all zero, the mean energy of reacting
molecules minus that of all molecules is the covariance of rate and energy over the mean rate. -/
theorem energy_difference_eq_covariance (b F r : J → ℝ) (hb : ∀ j, 0 < b j)
    (hr : ∀ j, 0 ≤ r j) (hr' : ∃ j, 0 < r j) (β : ℝ) :
    boltzmannMean (fun j => b j * r j) F β F - boltzmannMean b F β F =
      (boltzmannMean b F β (fun j => r j * F j)
        - boltzmannMean b F β r * boltzmannMean b F β F) / boltzmannMean b F β r := by
  obtain ⟨j, hj⟩ := hr'
  have hS := (boltzmannSum_pos b F (fun i => (hb i).le) ⟨j, hb j⟩ β).ne'
  have hR := (boltzmannSum_pos (fun j => b j * r j) F
    (fun i => mul_nonneg (hb i).le (hr i)) ⟨j, mul_pos (hb j) hj⟩ β).ne'
  have e1 : boltzmannMean b F β r =
      boltzmannSum (fun j => b j * r j) F β / boltzmannSum b F β :=
    (rateConstant_eq_mean b F r β).symm
  have e2 : boltzmannMean b F β (fun j => r j * F j) =
      (∑ j, b j * r j * Real.exp (-β * F j) * F j) / boltzmannSum b F β := by
    unfold boltzmannMean
    congr 1
    exact Finset.sum_congr rfl fun j _ => by ring
  have e3 : boltzmannMean (fun j => b j * r j) F β F =
      (∑ j, b j * r j * Real.exp (-β * F j) * F j)
        / boltzmannSum (fun j => b j * r j) F β := rfl
  rw [e1, e2, e3, eq_div_iff (div_ne_zero hR hS)]
  have h := div_mul_cancel₀ (∑ j, b j * r j * Real.exp (-β * F j) * F j) hR
  linear_combination (1 / boltzmannSum b F β) * h

/-- If the state-specific rate never decreases with energy and is the same for states of equal
energy, reacting molecules have at least the mean energy of all molecules; degeneracies are positive
and rates non-negative, not all zero. -/
theorem mean_energy_le_reacting (b F r : J → ℝ) (hb : ∀ j, 0 < b j) (hr : ∀ j, 0 ≤ r j)
    (hr' : ∃ j, 0 < r j) (hmono : ∀ i j, F i ≤ F j → r i ≤ r j) (β : ℝ) :
    boltzmannMean b F β F ≤ boltzmannMean (fun j => b j * r j) F β F := by
  obtain ⟨j, hj⟩ := hr'
  have hS := boltzmannSum_pos b F (fun i => (hb i).le) ⟨j, hb j⟩ β
  have hR := boltzmannSum_pos (fun j => b j * r j) F
    (fun i => mul_nonneg (hb i).le (hr i)) ⟨j, mul_pos (hb j) hj⟩ β
  -- a sum over pairs of states, each pair contributing a non-negative amount
  have key : ∀ g : J → ℝ, (∀ j, 0 < g j) →
      (∑ j, b j * g j * F j) * (∑ j, b j * r j * g j) ≤
        (∑ j, b j * r j * g j * F j) * (∑ j, b j * g j) := by
    intro g hg
    have hpos : 0 ≤ ∑ i, ∑ j, (b i * g i) * (b j * g j) * ((r i - r j) * (F i - F j)) := by
      refine Finset.sum_nonneg fun i _ => Finset.sum_nonneg fun j _ => ?_
      refine mul_nonneg (mul_pos (mul_pos (hb i) (hg i)) (mul_pos (hb j) (hg j))).le ?_
      rcases le_total (F i) (F j) with h | h
      · nlinarith [mul_nonneg (sub_nonneg.2 (hmono i j h)) (sub_nonneg.2 h)]
      · exact mul_nonneg (sub_nonneg.2 (hmono j i h)) (sub_nonneg.2 h)
    have h : ∀ i j, (b i * g i) * (b j * g j) * ((r i - r j) * (F i - F j)) =
        (b i * r i * g i * F i) * (b j * g j) - (b i * r i * g i) * (b j * g j * F j)
        - (b i * g i * F i) * (b j * r j * g j) + (b i * g i) * (b j * r j * g j * F j) :=
      fun i j => by ring
    simp only [h, Finset.sum_add_distrib, Finset.sum_sub_distrib, ← Finset.mul_sum,
      ← Finset.sum_mul] at hpos
    linarith
  unfold boltzmannMean
  rw [div_le_div_iff₀ hS hR]
  exact key (fun j => Real.exp (-β * F j)) fun j => Real.exp_pos _

end

end TolmanActivation
```

```lean
#print axioms TolmanActivation.rateConstant_eq_mean
#print axioms TolmanActivation.tolman_state_resolved
#print axioms TolmanActivation.energy_difference_eq_covariance
#print axioms TolmanActivation.mean_energy_le_reacting
```

```
'TolmanActivation.rateConstant_eq_mean' depends on axioms: [propext, Classical.choice, Quot.sound]
'TolmanActivation.tolman_state_resolved' depends on axioms: [propext, Classical.choice, Quot.sound]
'TolmanActivation.energy_difference_eq_covariance' depends on axioms: [propext, Classical.choice, Quot.sound]
'TolmanActivation.mean_energy_le_reacting' depends on axioms: [propext, Classical.choice, Quot.sound]
```

### What the definitions and theorems say

The finite types `I` and `J` label the terms of the numerator and the denominator. Weights and energies are real-valued functions on them. `boltzmannSum a E β` is \(Z_a\), `boltzmannMean a E β X` is \(\langle X\rangle_a\), and `rateConstant a E b F β` is \(k\).

`tolman` holds for every real `β`. It asks for non-negative weights with at least one positive in each sum, which covers your case of positive weights on nonempty sets. `tolman_temperature` takes `kB` and `T` as arbitrary positive numbers, so no system of units is fixed.

The model with state-specific rates uses one type `J` throughout. `rateConstant_eq_mean` identifies the thermal rate with a quotient of sums, `tolman_state_resolved` gives its activation energy, and `energy_difference_eq_covariance` gives the covariance formula. `mean_energy_le_reacting` adds the hypothesis `hmono`, which says that `F i ≤ F j` implies `r i ≤ r j`. Applied in both directions, it forces states of equal energy to have equal rates, so the theorem does not cover models in which two such states react at different rates. The argument by hand does cover them, provided that the rate never falls from a lower energy to a higher one, because a pair of states with equal energies contributes zero to the sum over pairs.

The theorems here treat finite sums with weights and state rates independent of temperature. They do not cover integrals over a continuous energy, such as the collision energy in a gas-phase reaction. A prefactor such as the \(k_B T/h\) of transition-state theory therefore lies outside this form of \(k\); multiplying by it would add \(k_B T\) to the activation energy. The Boltzmann populations are built into the definition of the mean and are not derived from a kinetic model.

For simulation practice, the identity means that in such a finite-level model the activation energy at one temperature can be computed from averages at that temperature, without fitting a slope to rates at several temperatures.

### How the checked proof runs

`boltzmannSum_pos` supplies the positivity that permits the logarithms and the divisions. `hasDerivAt_log_boltzmannSum` is the termwise differentiation: `HasDerivAt.fun_sum` differentiates the finite sum, and `.log` divides the result by the sum itself. In `tolman`, `Real.log_div` splits \(\ln(Z_a/Z_b)\), and the two derivatives are subtracted. `tolman_temperature` composes this with the derivative of \(1/(k_B t)\) at \(t = T\).

The device that carries the calculus is `HasDerivAt` together with `congr_deriv`. The statement `HasDerivAt f f' x` says that `f` is differentiable at `x` with derivative `f'`. Each differentiation rule produces `f'` in its own shape; for one Boltzmann factor, the chain rule gives `Real.exp (-β * E i) * (-1 * E i)`. `congr_deriv` then replaces that expression by any other, given a proof that the two are equal. The analysis is thus finished before the rearrangement begins, and what remains is algebra for `ring` or a short rewrite.

`tolman_state_resolved` is `tolman` with numerator weights `b j * r j`, rewritten by `rateConstant_eq_mean`. For the covariance formula, `e1`, `e2` and `e3` express the means as quotients over the two sums, and `linear_combination` closes the identity once the mean rate has been multiplied out.

In `mean_energy_le_reacting`, the step `key` is the sum over pairs. It works with the unnormalised weights `b j * g j`, where `g` is any positive function, so its double sum is \(Z_b^2\) times the one above once `g` is set to the Boltzmann factor. The case split `le_total (F i) (F j)` shows that each pair contributes a non-negative amount. The products are then expanded and the sums factorised, and `div_le_div_iff₀` turns the inequality between the two means into the cross-multiplied one that `key` provides.
